# Phase lag of an unconverged solve restarted from its last output

Suppose a simulation solves for a moving quantity at every step, stops the solver early, and starts the next solve from the last output. The leftover error need not behave like random noise: it can keep a fixed relation to the solution. For a solution that rotates uniformly by less than half a turn per step, and a solver that multiplies the error by a fixed factor \(q\) with \(0<q<1\), the output settles into a constant phase lag, whatever the starting value.

## A constant offset in the rotating frame

Let the exact solution at step \(n\) be \(s_n=e^{iwn}\), with \(0<w<\pi\). The solver produces

\[ y_{n+1}=s_{n+1}+q\,(y_n-s_{n+1}). \]

The number \(q\) is the fraction of the error that is left after the few iterations done per step. Define

\[ G=\frac{1-q}{1-q\,e^{-iw}} . \]

The denominator has real part \(1-q\cos w\ge 1-q>0\), so \(G(1-qe^{-iw})=1-q\). Since \(s_n=e^{-iw}s_{n+1}\),

\[ y_{n+1}-Gs_{n+1}=qy_n+(1-q-G)s_{n+1}=qy_n-qGe^{-iw}s_{n+1}=q\,(y_n-Gs_n). \]

With \(s_0=1\) this gives \(y_n-Gs_n=q^n(y_0-G)\). Dividing by \(s_n\), which has modulus one,

\[ \left|\frac{y_n}{s_n}-G\right|=q^n\,|y_0-G|\to 0 . \]

To find the signs, multiply numerator and denominator of \(G\) by \(1-qe^{iw}\). With \(D=1-2q\cos w+q^2=(1-q)^2+2q(1-\cos w)>0\),

\[ \operatorname{Re}G=\frac{(1-q)(1-q\cos w)}{D}>0,\qquad \operatorname{Im}G=-\frac{(1-q)\,q\sin w}{D}<0 . \]

The output therefore trails by an angle between \(0\) and \(\pi/2\). Its amplitude is too small as well, because \(|G|^2=(1-q)^2/D\) and \(D>(1-q)^2\).

For a uniform drift \(s_n=a+nb\), try \(z_n=a+(n-k)b\). Then

\[ qz_n+(1-q)s_{n+1}=a+(n+1-q-qk)\,b, \]

which equals \(z_{n+1}\) when \(k(1-q)=q\). Subtracting the two recursions gives \(y_n-z_n=q^n(y_0-z_0)\), so the output approaches the exact solution delayed by \(k=q/(1-q)\) steps.

Both bounds on \(q\) matter. With \(q=1\) and \(y_0=1\) the output stays at \(1\), and \(y_n/s_n=e^{-iwn}\) keeps turning without a limit. With \(q=-\tfrac12\) and \(w=\pi/2\) the error still shrinks, but \(G=(6+3i)/5\) is a lead, so \(|q|<1\) alone does not give a lag.

## Target, solver and response in Lean

```lean
import Mathlib

open Filter Topology

namespace RestartedSolveLag

noncomputable section
```

The angle `w` is real and the solution is a complex number. The sign convention is \(e^{+iwn}\), so a negative imaginary part of the ratio means lag.

```lean
/-- The exact solution at step `n`: a unit phase advancing by the angle `w` per step. -/
def target (w : ℝ) (n : ℕ) : ℂ := Complex.exp (((w * n : ℝ) : ℂ) * Complex.I)
```

The solver is defined for any target sequence `s`, which is prescribed in advance: the output does not act back on it.

```lean
/-- The unconverged solve: each step starts from the previous output and multiplies its
error with respect to the new exact solution `s (n + 1)` by `q`. -/
def restarted (q : ℝ) (s : ℕ → ℂ) (y₀ : ℂ) : ℕ → ℂ
  | 0 => y₀
  | n + 1 => s (n + 1) + q * (restarted q s y₀ n - s (n + 1))

/-- The response factor `(1 - q) / (1 - q exp(-iw))`, meant for `0 ≤ q < 1`, where the
denominator does not vanish. -/
def response (q w : ℝ) : ℂ :=
  (1 - (q : ℂ)) / (1 - (q : ℂ) * Complex.exp (-((w : ℂ) * Complex.I)))
```

## Geometric approach to the response factor

The next two lemmas show that the denominator is nonzero, through its real part, and clear the fraction.

```lean
/-- Real and imaginary parts of the denominator of the response factor. -/
theorem denominator_parts (q w : ℝ) :
    (1 - (q : ℂ) * Complex.exp (-((w : ℂ) * Complex.I))).re = 1 - q * Real.cos w ∧
    (1 - (q : ℂ) * Complex.exp (-((w : ℂ) * Complex.I))).im = q * Real.sin w := by
  constructor
  · simp [Complex.exp_re]
  · simp [Complex.exp_im]

/-- For `0 ≤ q < 1` the response factor solves the stationarity condition
`G (1 - q exp(-iw)) = 1 - q`. -/
theorem response_stationary {q : ℝ} (hq0 : 0 ≤ q) (hq1 : q < 1) (w : ℝ) :
    response q w * (1 - (q : ℂ) * Complex.exp (-((w : ℂ) * Complex.I))) = 1 - (q : ℂ) := by
  have hne : 1 - (q : ℂ) * Complex.exp (-((w : ℂ) * Complex.I)) ≠ 0 := by
    intro h
    have h1 := congrArg Complex.re h
    rw [(denominator_parts q w).1, Complex.zero_re] at h1
    have h2 := mul_nonneg hq0 (sub_nonneg.2 (Real.cos_le_one w))
    linarith
  exact div_mul_cancel₀ _ hne
```

The exact law for the deviation follows by induction. In the successor step, `linear_combination` adds up the three relations used above: the induction hypothesis, the phase relation `hs` and the stationarity condition `hG`.

```lean
/-- For `0 ≤ q < 1` the deviation of the restarted solve from the response factor times the
exact solution is multiplied by exactly `q` at every step. -/
theorem deviation_eq {q : ℝ} (hq0 : 0 ≤ q) (hq1 : q < 1) (w : ℝ) (y₀ : ℂ) (n : ℕ) :
    restarted q (target w) y₀ n - response q w * target w n
      = (q : ℂ) ^ n * (y₀ - response q w) := by
  induction n with
  | zero => simp [restarted, target]
  | succ n ih =>
    -- the previous exact solution is the new one turned back by `w`
    have hs : target w n = Complex.exp (-((w : ℂ) * Complex.I)) * target w (n + 1) := by
      unfold target
      rw [← Complex.exp_add]
      congr 1
      push_cast
      ring
    have hG := response_stationary hq0 hq1 w
    simp only [restarted]
    linear_combination (q : ℂ) * ih + (q : ℂ) * response q w * hs - target w (n + 1) * hG
```

Division by the unit phase turns this law into a distance.

```lean
/-- For `0 ≤ q < 1` the ratio of the restarted solve to the exact solution approaches the
response factor geometrically, with an explicit distance at every step. -/
theorem ratio_distance {q : ℝ} (hq0 : 0 ≤ q) (hq1 : q < 1) (w : ℝ) (y₀ : ℂ) (n : ℕ) :
    ‖restarted q (target w) y₀ n / target w n - response q w‖
      = q ^ n * ‖y₀ - response q w‖ := by
  have hs : target w n ≠ 0 := Complex.exp_ne_zero _
  have hn : ‖target w n‖ = 1 := Complex.norm_exp_ofReal_mul_I _
  have h : restarted q (target w) y₀ n / target w n - response q w
      = (q : ℂ) ^ n * (y₀ - response q w) / target w n := by
    rw [← deviation_eq hq0 hq1 w y₀ n, sub_div, mul_div_cancel_right₀ _ hs]
  rw [h, norm_div, hn, div_one, norm_mul, norm_pow, Complex.norm_real,
    Real.norm_of_nonneg hq0]
```

## Lag and damping

The formulas for the two parts are stated multiplied by \(D\). The proof splits the stationarity condition into real and imaginary parts and solves this pair of linear equations, which amounts to multiplying by the conjugate.

```lean
/-- For `0 ≤ q < 1` the number `D = 1 - 2 q cos w + q²` is positive, and the response factor
has real part `(1 - q)(1 - q cos w) / D` and imaginary part `-(1 - q) q sin w / D`. -/
theorem response_parts {q : ℝ} (hq0 : 0 ≤ q) (hq1 : q < 1) (w : ℝ) :
    0 < 1 - 2 * q * Real.cos w + q ^ 2 ∧
    (1 - 2 * q * Real.cos w + q ^ 2) * (response q w).re
      = (1 - q) * (1 - q * Real.cos w) ∧
    (1 - 2 * q * Real.cos w + q ^ 2) * (response q w).im
      = -((1 - q) * q * Real.sin w) := by
  have hG := response_stationary hq0 hq1 w
  have ht := Real.sin_sq_add_cos_sq w
  -- real and imaginary parts of the stationarity condition
  have h1 := congrArg Complex.re hG
  have h2 := congrArg Complex.im hG
  rw [Complex.mul_re, (denominator_parts q w).1, (denominator_parts q w).2] at h1
  rw [Complex.mul_im, (denominator_parts q w).1, (denominator_parts q w).2] at h2
  simp only [Complex.sub_re, Complex.one_re, Complex.ofReal_re] at h1
  simp only [Complex.sub_im, Complex.one_im, Complex.ofReal_im, sub_zero] at h2
  refine ⟨?_, ?_, ?_⟩
  · have h3 := mul_nonneg hq0 (sub_nonneg.2 (Real.cos_le_one w))
    have h4 : 0 < (1 - q) ^ 2 := pow_pos (sub_pos.2 hq1) 2
    nlinarith
  · linear_combination (1 - q * Real.cos w) * h1 + q * Real.sin w * h2
      - (response q w).re * q ^ 2 * ht
  · linear_combination (-(q * Real.sin w)) * h1 + (1 - q * Real.cos w) * h2
      - (response q w).im * q ^ 2 * ht
```

The main theorem says that for every `y₀` the ratio tends to `response q w`, whose imaginary part is negative and whose real part is positive. The limit comes from \(q^n\to0\). Each sign is proved by contradiction, since the wrong sign would conflict with the formula multiplied by \(D\).

```lean
/-- **Systematic lag of a restarted solve.** For `0 < q < 1` and `0 < w < π`, the ratio of the
restarted solve to the exact solution tends to the response factor from every starting value,
and this factor has negative imaginary and positive real part. -/
theorem systematic_lag {q w : ℝ} (hq0 : 0 < q) (hq1 : q < 1) (hw0 : 0 < w)
    (hw1 : w < Real.pi) :
    (∀ y₀ : ℂ, Tendsto (fun n => restarted q (target w) y₀ n / target w n) atTop
      (𝓝 (response q w))) ∧
    (response q w).im < 0 ∧ 0 < (response q w).re := by
  obtain ⟨hD, hr, hi⟩ := response_parts hq0.le hq1 w
  have hq : 0 < 1 - q := sub_pos.2 hq1
  refine ⟨fun y₀ => ?_, ?_, ?_⟩
  · rw [tendsto_iff_norm_sub_tendsto_zero]
    simp only [ratio_distance hq0.le hq1]
    have h := (tendsto_pow_atTop_nhds_zero_of_lt_one hq0.le hq1).mul_const
      ‖y₀ - response q w‖
    rw [zero_mul] at h
    exact h
  · by_contra h
    have h1 := mul_nonneg hD.le (not_lt.1 h)
    have h2 := mul_pos (mul_pos hq hq0) (Real.sin_pos_of_pos_of_lt_pi hw0 hw1)
    linarith
  · by_contra h
    have h1 := mul_nonneg hD.le (neg_nonneg.2 (not_lt.1 h))
    have h2 := mul_nonneg hq0.le (sub_nonneg.2 (Real.cos_le_one w))
    have h3 : 0 < 1 - q * Real.cos w := by linarith
    have h4 := mul_pos hq h3
    linarith
```

For the amplitude, `hN` is the identity \(D|G|^2=(1-q)^2\), and \(\cos w<1\) makes the inequality strict.

```lean
/-- For `0 < q < 1` and `0 < w < π` the response factor has modulus below one. -/
theorem amplitude_damped {q w : ℝ} (hq0 : 0 < q) (hq1 : q < 1) (hw0 : 0 < w)
    (hw1 : w < Real.pi) : ‖response q w‖ < 1 := by
  obtain ⟨hD, hr, hi⟩ := response_parts hq0.le hq1 w
  have ht := Real.sin_sq_add_cos_sq w
  have hsin := Real.sin_pos_of_pos_of_lt_pi hw0 hw1
  have hcos : Real.cos w < 1 := by nlinarith [Real.cos_le_one w]
  -- the squared modulus is `(1 - q)² / D`
  have hN : (1 - 2 * q * Real.cos w + q ^ 2) * ‖response q w‖ ^ 2 = (1 - q) ^ 2 := by
    rw [Complex.sq_norm, Complex.normSq_apply]
    apply mul_left_cancel₀ hD.ne'
    linear_combination
      ((1 - 2 * q * Real.cos w + q ^ 2) * (response q w).re
        + (1 - q) * (1 - q * Real.cos w)) * hr
      + ((1 - 2 * q * Real.cos w + q ^ 2) * (response q w).im
        - (1 - q) * q * Real.sin w) * hi
      + (1 - q) ^ 2 * q ^ 2 * ht
  by_contra h
  have h1 : 0 ≤ ‖response q w‖ ^ 2 - 1 := by nlinarith [not_lt.1 h]
  have h2 := mul_nonneg hD.le h1
  have h3 := mul_pos hq0 (sub_pos.2 hcos)
  nlinarith
```

## The delay of a drifting solution

Here `a` and `b` are arbitrary complex numbers, and the delay need not be a whole number of steps. The proof replaces the fraction by `k`, keeps only \(k(1-q)=q\), and repeats the induction.

```lean
/-- For `0 ≤ q < 1` and an exact solution `a + n b` drifting uniformly, the restarted solve
approaches, from every starting value, the exact solution delayed by `q / (1 - q)` steps. -/
theorem drift_delay {q : ℝ} (hq0 : 0 ≤ q) (hq1 : q < 1) (a b y₀ : ℂ) :
    Tendsto (fun n : ℕ => restarted q (fun m => a + (m : ℂ) * b) y₀ n
      - (a + ((n : ℂ) - (q : ℂ) / (1 - (q : ℂ))) * b)) atTop (𝓝 0) := by
  have hne : 1 - (q : ℂ) ≠ 0 := by
    have h : ((1 - q : ℝ) : ℂ) ≠ 0 := Complex.ofReal_ne_zero.2 (sub_pos.2 hq1).ne'
    push_cast at h
    exact h
  have hk : (q : ℂ) / (1 - (q : ℂ)) * (1 - (q : ℂ)) = q := div_mul_cancel₀ _ hne
  generalize (q : ℂ) / (1 - (q : ℂ)) = k at hk ⊢
  -- the difference from the delayed solution is multiplied by `q` at every step
  have h : ∀ n : ℕ, restarted q (fun m => a + (m : ℂ) * b) y₀ n - (a + ((n : ℂ) - k) * b)
      = (q : ℂ) ^ n * (y₀ - (a - k * b)) := by
    intro n
    induction n with
    | zero =>
      simp only [restarted, Nat.cast_zero, pow_zero]
      ring
    | succ n ih =>
      simp only [restarted]
      push_cast
      linear_combination (q : ℂ) * ih + b * hk
  simp only [h]
  have hq : ‖(q : ℂ)‖ < 1 := by
    rw [Complex.norm_real, Real.norm_of_nonneg hq0]
    exact hq1
  have h0 := (tendsto_pow_atTop_nhds_zero_of_norm_lt_one hq).mul_const (y₀ - (a - k * b))
  rw [zero_mul] at h0
  exact h0

end

end RestartedSolveLag
```

```lean
#print axioms RestartedSolveLag.systematic_lag
#print axioms RestartedSolveLag.amplitude_damped
#print axioms RestartedSolveLag.drift_delay
```

```
'RestartedSolveLag.systematic_lag' depends on axioms: [propext, Classical.choice, Quot.sound]
'RestartedSolveLag.amplitude_damped' depends on axioms: [propext, Classical.choice, Quot.sound]
'RestartedSolveLag.drift_delay' depends on axioms: [propext, Classical.choice, Quot.sound]
```

In simulation practice this bears on quantities such as induced dipoles when they are iterated from the previous step, for a single component whose error factor is fixed and lies between 0 and 1, with no feedback on the motion. A real oscillation is covered as the real part of \(s_n\): because \(q\) is real, the real part of the output obeys the same recursion. A solver whose error factor changes from step to step, or which mixes several components, is not covered by the theorems as stated.
